# Deleting the disconnected quadruple raises the lowest energy of two non-interacting, correlated two-level units

Deleting the quadruple excitation is taken here to mean removing its row and column from the Hamiltonian matrix and keeping the rest unchanged. That is configuration interaction with doubles (CID). For this model of two identical units with one amplitude each, the problems below compare it with the exact ground state, which coupled-cluster doubles reproduces.

```lean
import Mathlib

open Matrix
open scoped Kronecker

namespace DisconnectedQuadruple

noncomputable section
```

A ground state is a nonzero eigenvector whose eigenvalue E satisfies E x·x ≤ x·Hx for every real x. No eigenvalue can then lie below E. The matrices here are real and symmetric, so real vectors suffice.

```lean
/-- A nonzero eigenvector `v` of `H` whose eigenvalue `E` is a lower bound for the energy
of every real state. -/
def IsGroundState {n : Type*} [Fintype n] (H : Matrix n n ℝ) (v : n → ℝ) (E : ℝ) : Prop :=
  v ≠ 0 ∧ H *ᵥ v = E • v ∧ ∀ x : n → ℝ, E * (x ⬝ᵥ x) ≤ x ⬝ᵥ (H *ᵥ x)
```

Each unit has a reference configuration (index 0, energy zero) and a doubly excited one (index 1, energy 2D). K couples them. The condition K ≠ 0, assumed throughout, says that the unit is correlated; D may have either sign.

```lean
/-- One unit: a reference and a doubly excited configuration at energy `2D`, coupled by `K`. -/
def unitH (K D : ℝ) : Matrix (Fin 2) (Fin 2) ℝ := !![0, K; K, 2 * D]
```

Write h for `unitH K D`. The pair Hamiltonian H = h⊗1 + 1⊗h has no interaction term. Its index (i, j) gives the configurations of the first and second unit, so (1, 1) is the quadruple.

```lean
/-- The Hamiltonian of two units that do not interact. -/
def pairH (K D : ℝ) : Matrix (Fin 2 × Fin 2) (Fin 2 × Fin 2) ℝ :=
  unitH K D ⊗ₖ 1 + 1 ⊗ₖ unitH K D
```

Let S = √(D² + K²) and t = (D − S)/K, which is `amp K D`. The one-unit vector is u = (1, t), and the pair vector has components uᵢuⱼ. Both have reference coefficient 1; their norms are √(1 + t²) and 1 + t².

```lean
/-- The doubles amplitude of one unit, for `K ≠ 0`. -/
def amp (K D : ℝ) : ℝ := (D - Real.sqrt (D ^ 2 + K ^ 2)) / K

/-- The state `(1, t)` of one unit. -/
def unitState (t : ℝ) : Fin 2 → ℝ := ![1, t]

/-- The product state `(1, t, t, t²)` of two units. -/
def pairState (t : ℝ) : Fin 2 × Fin 2 → ℝ := fun p => unitState t p.1 * unitState t p.2
```

The truncated problem keeps (0, 0), (0, 1) and (1, 0), renumbered 0, 1, 2.

```lean
/-- The configurations kept when the quadruple excitation is deleted. -/
def cidIndex : Fin 3 → Fin 2 × Fin 2 := ![(0, 0), (0, 1), (1, 0)]

/-- The two-unit Hamiltonian with the quadruple excitation deleted. -/
def cidH (K D : ℝ) : Matrix (Fin 3) (Fin 3) ℝ := (pairH K D).submatrix cidIndex cidIndex

/-- The doubles amplitude of the truncated problem, for `K ≠ 0`. -/
def cidAmp (K D : ℝ) : ℝ := (D - Real.sqrt (D ^ 2 + 2 * K ^ 2)) / (2 * K)
```

The cluster operator T excites either unit with amplitude t.

```lean
/-- The cluster operator that excites either unit with amplitude `t`. -/
def clusterT (t : ℝ) : Matrix (Fin 2 × Fin 2) (Fin 2 × Fin 2) ℝ :=
  t • (!![0, 0; 1, 0] ⊗ₖ 1 + 1 ⊗ₖ !![0, 0; 1, 0])
```

## (a) A root that outweighs D

For a > 0, show that

D + √(D² + a) > 0.

Solution. Let s = √(D² + a) ≥ 0 and suppose D + s ≤ 0. Then D ≤ −s ≤ 0, so s − D ≥ 0, and the product −(D + s)(s − D) = D² − s² = −a is nonnegative. This contradicts a > 0. `nlinarith` receives this same product.

```lean
lemma root_gap (D a : ℝ) (ha : 0 < a) : 0 < D + Real.sqrt (D ^ 2 + a) := by
  have hs := Real.sq_sqrt (show 0 ≤ D ^ 2 + a by positivity)
  have hn := Real.sqrt_nonneg (D ^ 2 + a)
  by_contra h
  have h' := not_lt.mp h
  nlinarith [mul_nonneg (show 0 ≤ -(D + Real.sqrt (D ^ 2 + a)) by linarith)
    (show 0 ≤ Real.sqrt (D ^ 2 + a) - D by linarith)]
```

## (b) The energy carried by the amplitude

Show that

Kt = D − S.

Solution. Multiply the definition of t by K, which is nonzero.

```lean
lemma amp_energy (K D : ℝ) (hK : K ≠ 0) :
    K * amp K D = D - Real.sqrt (D ^ 2 + K ^ 2) := mul_div_cancel₀ _ hK
```

## (c) The doubles equation

Show that

Kt² = 2Dt + K.

Solution. By (b), Kt − D = −S. Squaring gives K²t² − 2DKt + D² = D² + K². Cancel D² and divide by K. Lean works with the equation multiplied by K and obtains it from (b) and S² = D² + K² with `linear_combination`.

For this unit, the coupled-cluster doubles residual is r = K + 2Dt − Kt², which a program can drive to zero by iteration. For D > 0 a simple update is t ← t − r/(2D), though it need not converge when K is large compared with D.

```lean
/-- The amplitude of one unit solves the quadratic doubles equation. -/
theorem amp_equation (K D : ℝ) (hK : K ≠ 0) :
    K * amp K D ^ 2 = 2 * D * amp K D + K := by
  have he := amp_energy K D hK
  have hS := Real.sq_sqrt (show 0 ≤ D ^ 2 + K ^ 2 by positivity)
  apply mul_left_cancel₀ hK
  linear_combination (K * amp K D + (D - Real.sqrt (D ^ 2 + K ^ 2)) - 2 * D) * he + hS
```

## (d) A positive prefactor

Show that

2D − Kt > 0.

Solution. By (b) the left side is D + S, which is positive by (a) with a = K².

```lean
lemma gap_pos (K D : ℝ) (hK : K ≠ 0) : 0 < 2 * D - K * amp K D := by
  have h := root_gap D (K ^ 2) (by positivity)
  rw [amp_energy K D hK]
  linarith
```

## (e) The eigenvalue equation, row by row

For i = 0, 1, show that

hᵢ₀u₀ + hᵢ₁u₁ = Kt uᵢ.

Solution. Row 0 reads 0 + Kt = Kt. Row 1 reads K + 2Dt = Kt², which is (c).

```lean
lemma unit_row (K D : ℝ) (hK : K ≠ 0) (i : Fin 2) :
    unitH K D i 0 * unitState (amp K D) 0 + unitH K D i 1 * unitState (amp K D) 1
      = K * amp K D * unitState (amp K D) i := by
  have hq := amp_equation K D hK
  fin_cases i
  · simp [unitH, unitState]
  · simp [unitH, unitState]
    linear_combination -hq
```

## (f) The pair Hamiltonian acts on one unit at a time

Show that

(Hx)ᵢⱼ = hᵢ₀x₀ⱼ + hᵢ₁x₁ⱼ + hⱼ₀xᵢ₀ + hⱼ₁xᵢ₁.

Solution. The element of h⊗1 between (i, j) and (k, l) is hᵢₖδⱼₗ, and that of 1⊗h is δᵢₖhⱼₗ. Summing over k and l leaves the four terms. Lean checks the four index pairs separately.

```lean
lemma pairH_apply (K D : ℝ) (x : Fin 2 × Fin 2 → ℝ) (i j : Fin 2) :
    (pairH K D *ᵥ x) (i, j) = (unitH K D i 0 * x (0, j) + unitH K D i 1 * x (1, j))
      + (unitH K D j 0 * x (i, 0) + unitH K D j 1 * x (i, 1)) := by
  fin_cases i <;> fin_cases j <;>
    simp [pairH, Matrix.mulVec, dotProduct, Fintype.sum_prod_type, Fin.sum_univ_two,
      Matrix.one_apply] <;> ring
```

## (g) The excess energy as a sum of squares

Show that, with the positive prefactor of (d),

x·Hx − 2Kt x·x = (2D − Kt)[(x₀₁ − tx₀₀)² + (x₁₁ − tx₁₀)² + (x₁₀ − tx₀₀)² + (x₁₁ − tx₀₁)²].

Solution. Start with one unit in the state (a, b). By (c), t(2D − Kt) = −K, so

(2D − Kt)(b − ta)² = (2D − Kt)b² + 2Kab − Kta² = 2Kab + 2Db² − Kt(a² + b²).

The right side is the one-unit energy form minus Kt times the squared norm. By (f), x·Hx is the sum of the one-unit forms for (x₀₀, x₀₁), (x₁₀, x₁₁), (x₀₀, x₁₀) and (x₀₁, x₁₁). Each component occurs in two of these pairs, which accounts for 2Kt x·x. Lean expands everything and uses (c) once, with a polynomial coefficient.

```lean
/-- For any two-unit vector `x`, with `t = amp K D` and `H = pairH K D`, the difference `x·Hx - 2Kt
x·x` is a positive multiple of a sum of squares. -/
theorem pair_energy (K D : ℝ) (hK : K ≠ 0) (x : Fin 2 × Fin 2 → ℝ) :
    0 < 2 * D - K * amp K D ∧
    x ⬝ᵥ (pairH K D *ᵥ x) - 2 * K * amp K D * (x ⬝ᵥ x) = (2 * D - K * amp K D) *
      ((x (0, 1) - amp K D * x (0, 0)) ^ 2 + (x (1, 1) - amp K D * x (1, 0)) ^ 2
      + (x (1, 0) - amp K D * x (0, 0)) ^ 2 + (x (1, 1) - amp K D * x (0, 1)) ^ 2) := by
  refine ⟨gap_pos K D hK, ?_⟩
  have hq := amp_equation K D hK
  have h00 : unitH K D 0 0 = 0 := rfl
  have h01 : unitH K D 0 1 = K := rfl
  have h10 : unitH K D 1 0 = K := rfl
  have h11 : unitH K D 1 1 = 2 * D := rfl
  simp only [dotProduct, Fintype.sum_prod_type, Fin.sum_univ_two, pairH_apply,
    h00, h01, h10, h11]
  linear_combination (amp K D * (2 * x (0, 0) ^ 2 + x (1, 0) ^ 2 + x (0, 1) ^ 2)
    - 2 * (x (0, 0) * x (0, 1) + x (1, 0) * x (1, 1) + x (0, 0) * x (1, 0)
    + x (0, 1) * x (1, 1))) * hq
```

## (h) The ground state of one unit

Show that u is a ground state of h:

hu = Kt u, and x·hx ≥ Kt x·x for every real x.

Solution. The vector is nonzero because u₀ = 1, and (e) is the eigenvalue equation. The one-unit identity in (g) gives the bound, since its left side, (2D − Kt)(b − ta)², is nonnegative by (d).

```lean
/-- One unit has the ground state `(1, t)` with energy `Kt`. -/
theorem unit_ground (K D : ℝ) (hK : K ≠ 0) :
    IsGroundState (unitH K D) (unitState (amp K D)) (K * amp K D) := by
  refine ⟨fun h => ?_, ?_, fun x => ?_⟩
  · have h0 := congrFun h 0
    simp [unitState] at h0
  · funext i
    simp only [Matrix.mulVec, dotProduct, Fin.sum_univ_two, Pi.smul_apply, smul_eq_mul]
    exact unit_row K D hK i
  · have hq := amp_equation K D hK
    have key : x ⬝ᵥ (unitH K D *ᵥ x) - K * amp K D * (x ⬝ᵥ x)
        = (2 * D - K * amp K D) * (x 1 - amp K D * x 0) ^ 2 := by
      simp [unitH, Matrix.mulVec, dotProduct, Fin.sum_univ_two]
      linear_combination (amp K D * x 0 ^ 2 - 2 * x 0 * x 1) * hq
    linarith [mul_nonneg (gap_pos K D hK).le (sq_nonneg (x 1 - amp K D * x 0))]
```

## (i) The ground state of the pair

Show that the product vector v = (1, t, t, t²) is a ground state of H, with

Hv = 2Kt v.

Solution. Put vᵢⱼ = uᵢuⱼ into (f). By (e), the first two terms give uⱼ · Kt uᵢ and the last two give uᵢ · Kt uⱼ. Again v₀₀ = 1, so v is nonzero, and (g) gives the bound.

```lean
/-- Two units have the product ground state `(1, t, t, t²)` with energy `2Kt`. -/
theorem pair_ground (K D : ℝ) (hK : K ≠ 0) :
    IsGroundState (pairH K D) (pairState (amp K D)) (2 * K * amp K D) := by
  refine ⟨fun h => ?_, ?_, fun x => ?_⟩
  · have h0 := congrFun h (0, 0)
    simp [pairState, unitState] at h0
  · -- each unit contributes its own energy to the product
    funext ⟨i, j⟩
    rw [pairH_apply]
    simp only [pairState, Pi.smul_apply, smul_eq_mul]
    linear_combination unitState (amp K D) j * unit_row K D hK i
      + unitState (amp K D) i * unit_row K D hK j
  · obtain ⟨hg, key⟩ := pair_energy K D hK x
    have hpos := mul_nonneg hg.le (show 0 ≤
      (x (0, 1) - amp K D * x (0, 0)) ^ 2 + (x (1, 1) - amp K D * x (1, 0)) ^ 2
      + (x (1, 0) - amp K D * x (0, 0)) ^ 2 + (x (1, 1) - amp K D * x (0, 1)) ^ 2 by positivity)
    linarith
```

## (j) No other ground state

If Hx = 2Kt x, show that

x = x₀₀ v.

Solution. The left side of (g) vanishes and the prefactor is positive, so every square is zero. Hence x₀₁ = x₁₀ = tx₀₀ and x₁₁ = tx₁₀ = t²x₀₀. The normalised ground state is therefore unique up to sign, and its quadruple coefficient is t²/(1 + t²) up to that sign.

```lean
/-- Every two-unit eigenvector with energy `2Kt` is a multiple of the product state. -/
theorem pair_ground_unique (K D : ℝ) (hK : K ≠ 0) (x : Fin 2 × Fin 2 → ℝ)
    (hx : pairH K D *ᵥ x = (2 * K * amp K D) • x) :
    x = x (0, 0) • pairState (amp K D) := by
  obtain ⟨hg, key⟩ := pair_energy K D hK x
  rw [hx, dotProduct_smul, smul_eq_mul, sub_self] at key
  have hs := (mul_eq_zero.mp key.symm).resolve_left hg.ne'
  -- a vanishing sum of squares forces every amplitude
  have a1 := sq_nonneg (x (0, 1) - amp K D * x (0, 0))
  have a2 := sq_nonneg (x (1, 1) - amp K D * x (1, 0))
  have a3 := sq_nonneg (x (1, 0) - amp K D * x (0, 0))
  have a4 := sq_nonneg (x (1, 1) - amp K D * x (0, 1))
  have h1 := (pow_eq_zero_iff two_ne_zero).mp (le_antisymm (by linarith) a1)
  have h2 := (pow_eq_zero_iff two_ne_zero).mp (le_antisymm (by linarith) a2)
  have h3 := (pow_eq_zero_iff two_ne_zero).mp (le_antisymm (by linarith) a3)
  funext ⟨i, j⟩
  fin_cases i <;> fin_cases j <;> simp [pairState, unitState]
  · linear_combination h1
  · linear_combination h3
  · linear_combination h2 + amp K D * h3
```

## (k) The quadruple comes from T²/2

For any real t, let Φ be the reference (1, 0, 0, 0), which is `pairState 0`, and let v = (1, t, t, t²). Show that

T³ = 0 and (1 + T + T²/2)Φ = v.

Solution. Each T excites one more unit, and there are only two, so T³ = 0. On the reference, TΦ has the entry t at (0, 1) and (1, 0). T²Φ has only the entry 2t² at (1, 1), because the two units can be excited in either order. Half of it is t². Lean first derives the action of T on a general vector (`act`) and then compares components.

The polynomial is the whole exponential series of T, and the quadruple is a product of two doubles, hence disconnected. A coupled-cluster doubles code stores no quadruple amplitude. For this pair, the quadruple contributes Kt² to the projection on a single excited unit, K + 2Dt + Kt² = 2Kt · t, which reduces to (c).

```lean
/-- The cluster operator cubes to zero, and `1 + T + T²/2` turns the reference into the
product state. -/
theorem cluster_expansion (t : ℝ) :
    (∀ x, clusterT t *ᵥ (clusterT t *ᵥ (clusterT t *ᵥ x)) = 0) ∧
    pairState 0 + clusterT t *ᵥ pairState 0
      + (1 / 2 : ℝ) • (clusterT t *ᵥ (clusterT t *ᵥ pairState 0)) = pairState t := by
  have act : ∀ x : Fin 2 × Fin 2 → ℝ, clusterT t *ᵥ x = fun p =>
      t * ((if p.1 = 1 then x (0, p.2) else 0) + (if p.2 = 1 then x (p.1, 0) else 0)) := by
    intro x
    funext ⟨i, j⟩
    fin_cases i <;> fin_cases j <;>
      simp [clusterT, Matrix.mulVec, dotProduct, Fintype.sum_prod_type, Fin.sum_univ_two,
        Matrix.one_apply]
    ring
  constructor
  · intro x
    funext ⟨i, j⟩
    fin_cases i <;> fin_cases j <;> simp [act]
  · funext ⟨i, j⟩
    fin_cases i <;> fin_cases j <;> simp [act, pairState, unitState]
    ring
```

## (l) The lowest energy without the quadruple

Let R = √(D² + 2K²) and c = (D − R)/(2K), which is `cidAmp K D`. Show that (1, c, c) is a ground state of the truncated matrix, with energy

2Kc = D − R.

Solution. The matrix has rows (0, K, K), (K, 2D, 0) and (K, 0, 2D). Squaring 2Kc − D = −R gives 4K²c² − 4DKc = 2K², so 2Kc² = 2Dc + K. Row 0 then gives Kc + Kc = 2Kc, and the other two give K + 2Dc = 2Kc · c. For the bound, the same relation yields

x·Hx − 2Kc x·x = (2D − 2Kc)[(x₁ − cx₀)² + (x₂ − cx₀)²],

where H is now the truncated matrix. The prefactor is D + R, positive by (a) with a = 2K². The normalised state is (1, c, c)/√(1 + 2c²).

```lean
/-- Without the quadruple, the lowest energy is `D - √(D² + 2K²)`. -/
theorem cid_ground (K D : ℝ) (hK : K ≠ 0) :
    IsGroundState (cidH K D) ![1, cidAmp K D, cidAmp K D]
      (D - Real.sqrt (D ^ 2 + 2 * K ^ 2)) := by
  have h2K : 2 * K ≠ 0 := mul_ne_zero two_ne_zero hK
  have he : 2 * K * cidAmp K D = D - Real.sqrt (D ^ 2 + 2 * K ^ 2) := mul_div_cancel₀ _ h2K
  have hR := Real.sq_sqrt (show 0 ≤ D ^ 2 + 2 * K ^ 2 by positivity)
  have hq : 2 * K * cidAmp K D ^ 2 = 2 * D * cidAmp K D + K := by
    apply mul_left_cancel₀ h2K
    linear_combination
      (2 * K * cidAmp K D + (D - Real.sqrt (D ^ 2 + 2 * K ^ 2)) - 2 * D) * he + hR
  have hg : 0 < 2 * D - 2 * K * cidAmp K D := by
    linarith [root_gap D (2 * K ^ 2) (by positivity)]
  have hH : cidH K D = !![0, K, K; K, 2 * D, 0; K, 0, 2 * D] := by
    ext i j
    fin_cases i <;> fin_cases j <;> simp [cidH, cidIndex, pairH, unitH]
  rw [← he, hH]
  refine ⟨fun h => ?_, ?_, fun x => ?_⟩
  · have h0 := congrFun h 0
    simp at h0
  · funext i
    fin_cases i <;> simp [Matrix.mulVec, dotProduct, Fin.sum_univ_three]
    · ring
    · linear_combination -hq
    · linear_combination -hq
  · have key : x ⬝ᵥ (!![0, K, K; K, 2 * D, 0; K, 0, 2 * D] *ᵥ x)
        - 2 * K * cidAmp K D * (x ⬝ᵥ x) = (2 * D - 2 * K * cidAmp K D) *
          ((x 1 - cidAmp K D * x 0) ^ 2 + (x 2 - cidAmp K D * x 0) ^ 2) := by
      simp [Matrix.mulVec, dotProduct, Fin.sum_univ_three]
      linear_combination (2 * cidAmp K D * x 0 ^ 2 - 2 * x 0 * x 1 - 2 * x 0 * x 2) * hq
    have hpos := mul_nonneg hg.le (show 0 ≤
      (x 1 - cidAmp K D * x 0) ^ 2 + (x 2 - cidAmp K D * x 0) ^ 2 by positivity)
    linarith
```

## (m) The energy lost by truncation

Show that the exact quadruple amplitude v₁₁ = t² is nonzero and that

2Kt < D − R.

Solution. If t were 0, (c) would give K = 0. By (b), the inequality is equivalent to D + R < 2S. Since 4S² = 2D² + 2R²,

4S² − (D + R)² = (R − D)² > 0,

where R − D > 0 is (a) with −D in place of D. As S ≥ 0, this gives D + R < 2S. Lean assumes the opposite inequality and squares it. The theorem also collects (i) and (l).

In a program, the test is to compare the dimer energy at large separation with twice the monomer energy. In this model CID is exact for one unit but too high by 2S − D − R for two, a failure of size consistency.

```lean
/-- The product state is a ground state of the full two-unit Hamiltonian, with energy `2Kt` and a
nonzero quadruple amplitude `t²`; deleting the quadruple raises the lowest energy strictly, to `D -
√(D² + 2K²)`. -/
theorem quadruple_needed (K D : ℝ) (hK : K ≠ 0) :
    IsGroundState (pairH K D) (pairState (amp K D)) (2 * K * amp K D) ∧
    pairState (amp K D) (1, 1) = amp K D ^ 2 ∧ amp K D ^ 2 ≠ 0 ∧
    IsGroundState (cidH K D) ![1, cidAmp K D, cidAmp K D]
      (D - Real.sqrt (D ^ 2 + 2 * K ^ 2)) ∧
    2 * K * amp K D < D - Real.sqrt (D ^ 2 + 2 * K ^ 2) := by
  refine ⟨pair_ground K D hK, ?_, ?_, cid_ground K D hK, ?_⟩
  · simp [pairState, unitState, pow_two]
  · refine pow_ne_zero 2 fun h => hK ?_
    have hq := amp_equation K D hK
    rw [h] at hq
    linarith
  · have he := amp_energy K D hK
    have hS := Real.sq_sqrt (show 0 ≤ D ^ 2 + K ^ 2 by positivity)
    have hR := Real.sq_sqrt (show 0 ≤ D ^ 2 + 2 * K ^ 2 by positivity)
    have hn := Real.sqrt_nonneg (D ^ 2 + K ^ 2)
    have hd := root_gap (-D) (2 * K ^ 2) (by positivity)
    rw [neg_sq] at hd
    -- with S, R the two roots, 4S² - (D + R)² = (R - D)²
    by_contra h
    have h' : 2 * Real.sqrt (D ^ 2 + K ^ 2) ≤ D + Real.sqrt (D ^ 2 + 2 * K ^ 2) := by
      linarith [not_lt.mp h]
    nlinarith [mul_self_le_mul_self (by linarith) h', pow_pos hd 2]

end

end DisconnectedQuadruple
```

```lean
#print axioms DisconnectedQuadruple.unit_ground
#print axioms DisconnectedQuadruple.pair_ground_unique
#print axioms DisconnectedQuadruple.cluster_expansion
#print axioms DisconnectedQuadruple.quadruple_needed
```

```
'DisconnectedQuadruple.unit_ground' depends on axioms: [propext, Classical.choice, Quot.sound]
'DisconnectedQuadruple.pair_ground_unique' depends on axioms: [propext, Classical.choice, Quot.sound]
'DisconnectedQuadruple.cluster_expansion' depends on axioms: [propext, Classical.choice, Quot.sound]
'DisconnectedQuadruple.quadruple_needed' depends on axioms: [propext, Classical.choice, Quot.sound]
```
